# The overlap matrix of any subset of a finite basis with positive definite overlap has nonzero determinant

The declaration `domainOverlap_det_ne_zero` takes a real, positive definite overlap matrix `S` over a finite basis and any subset `J` of that basis, called a domain. It states that the block of `S` with both indices in `J` has nonzero determinant; the basis functions need not be normalised. The attempt argues by contradiction: if the determinant were zero, the block would send some nonzero coefficient vector `y` to zero. Padded with zeros to the full basis, `y` remains nonzero, so its squared norm in the metric `S` is positive. Yet that squared norm is also the dot product of `y` with the block applied to `y`, which is zero.

The failing Lean file:

```lean
import Mathlib

open Matrix

namespace DomainOverlapDetNeZero

noncomputable section

variable {n : Type*} [Fintype n] [DecidableEq n]

/-- Coefficients given on the domain `J`, padded with zeros to the full basis. -/
def embed (J : Finset n) (y : J → ℝ) : n → ℝ :=
  fun i => if h : i ∈ J then y ⟨i, h⟩ else 0

/-- The block `S_JJ` of the overlap matrix on the domain `J`. -/
def domainOverlap (S : Matrix n n ℝ) (J : Finset n) : Matrix J J ℝ :=
  S.submatrix (fun i => (i : n)) (fun i => (i : n))

/-- The product of a zero-padded domain vector with any vector is a sum over the domain. -/
theorem embed_dotProduct (J : Finset n) (y : J → ℝ) (v : n → ℝ) :
    embed J y ⬝ᵥ v = y ⬝ᵥ (fun i : J => v i) := by
  have h : ∑ i ∈ J, embed J y i * v i = ∑ i, embed J y i * v i :=
    Finset.sum_subset (Finset.subset_univ J) (fun i _ hi => by simp [embed, hi])
  calc embed J y ⬝ᵥ v = ∑ i, embed J y i * v i := rfl
    _ = ∑ i ∈ J, embed J y i * v i := h.symm
    _ = ∑ i : J, embed J y i * v i :=
        (Finset.sum_coe_sort J (fun i => embed J y i * v i)).symm
    _ = y ⬝ᵥ (fun i : J => v i) := Finset.sum_congr rfl (fun i _ => by simp [embed])

/-- On the domain, the full overlap matrix acts on a zero-padded vector as `S_JJ` does. -/
theorem mulVec_embed (S : Matrix n n ℝ) (J : Finset n) (y : J → ℝ) (i : J) :
    (S *ᵥ embed J y) i = (domainOverlap S J *ᵥ y) i :=
  calc (S *ᵥ embed J y) i = embed J y ⬝ᵥ (fun j => S i j) := dotProduct_comm _ _
    _ = y ⬝ᵥ (fun j : J => S i j) := embed_dotProduct J y _
    _ = (domainOverlap S J *ᵥ y) i := dotProduct_comm _ _

omit [DecidableEq n] in
/-- For a positive definite overlap matrix, every nonzero vector has positive squared norm. -/
theorem overlap_pos {S : Matrix n n ℝ} (hS : S.PosDef) {v : n → ℝ} (hv : v ≠ 0) :
    0 < v ⬝ᵥ S *ᵥ v := by
  have h := hS.dotProduct_mulVec_pos hv
  rwa [star_trivial] at h

/-- If `S` is positive definite, the domain block `S_JJ` has nonzero determinant. -/
theorem domainOverlap_det_ne_zero {S : Matrix n n ℝ} (hS : S.PosDef) (J : Finset n) :
    (domainOverlap S J).det ≠ 0 := by
  intro h
  -- a null vector of the block would give a nonzero orbital of zero norm
  obtain ⟨y, hy, h0⟩ := Matrix.exists_mulVec_eq_zero_iff.mpr h
  have hne : embed J y ≠ 0 := by
    intro he
    apply hy
    funext i
    have hi := congrFun he (i : n)
    simpa [embed] using hi
  have hpos := overlap_pos hS hne
  have hz : (fun i : J => (S *ᵥ embed J y) i) = 0 := by
    funext i
    rw [mulVec_embed, h0]
    rfl
  rw [embed_dotProduct, hz, dotProduct_zero] at hpos
  exact lt_irrefl _ hpos

end

end DomainOverlapDetNeZero
```

Compiling this gives:

```
Main.lean:60:4: error: No goals to be solved
```

The mended proof, as a diff:

```diff
@@ -58,5 +58,4 @@
     funext i
     rw [mulVec_embed, h0]
-    rfl
   rw [embed_dotProduct, hz, dotProduct_zero] at hpos
   exact lt_irrefl _ hpos
```

The message "No goals to be solved" points to the `rfl` at the end of the proof of `hz`, which says that `S` applied to the padded vector vanishes at every index in `J`. By the time Lean reaches that line, nothing is left to prove.

The line before it has already finished the job. Rewriting with `mulVec_embed` turns the left side into `(domainOverlap S J *ᵥ y) i`, and rewriting with `h0` replaces `domainOverlap S J *ᵥ y` by the zero vector. Both sides are then the zero vector evaluated at `i`. After its rewrites, `rw` tries to close the goal by `rfl`, and here it succeeds. The explicit `rfl` that follows therefore has no goal to act on, and Lean reports an error.

The diff deletes that `rfl`, leaving `rw` to complete the proof of `hz`. The rest of the argument is unchanged.
